# Neighbouring Zeeman resonances in a Breit–Rabi manifold are equally spaced to second order in the field

Take an atom with one unpaired electron of spin $1/2$, zero orbital angular momentum and nuclear spin $I$, and let $n = 2I+1$. Let $D$ be the zero-field hyperfine splitting, and let $x$ be the magnetic field in reduced units, scaled so that $Dx$ is the Zeeman energy per unit of electron spin projection minus that per unit of nuclear spin projection. Let $E_k(x)$ be the energy of the state with total spin projection $k$ in one hyperfine manifold. The manifold is labelled by $\sigma = \pm1$; for $D>0$, $\sigma=1$ is the upper one. Then

$$\lim_{x\to0,\;x\neq0}\frac{E_{m+1}(x)-2E_m(x)+E_{m-1}(x)}{x^2} = -\frac{2\sigma D}{n^2}.$$

The numerator is the difference between the resonance $m\leftrightarrow m+1$ and the resonance $m-1\leftrightarrow m$, each counted as the signed energy difference $E_{k+1}-E_k$. Where the energies fall with $k$, the difference of the positive resonance frequencies has the opposite sign. The limit does not contain $m$, so at this order every neighbouring pair in the manifold is separated by the same amount. In a manifold with more than one such pair, the equality fails at the next order, where the numerator acquires the term $12\sigma Dm\,x^3/n^3$.

In an alkali magnetometer whose resonances overlap, the observed line centre depends on their relative weights. These can change with the sensor's orientation, which produces a heading error. For an isolated atom in a static field, the limit gives the leading separation between neighbouring lines of one manifold, which is one contribution to this effect. Lines of different manifolds can also be separated, at first order in the field, by the nuclear Zeeman term.

## Energies from the two-state block

The contact hyperfine coupling and the Zeeman terms conserve $k$. For $|k|<n/2$ two states share this projection: nuclear projection $k-\tfrac12$ with electron up, and $k+\tfrac12$ with electron down. The contact coupling is $(2D/n)\,\mathbf I\cdot\mathbf S$, which gives the block

$$\begin{pmatrix} \frac Dn(k-\frac12)+\frac{Dx}2+ckx & \frac Dn\sqrt{\frac{n^2}4-k^2}\\[2pt] \frac Dn\sqrt{\frac{n^2}4-k^2} & -\frac Dn(k+\frac12)-\frac{Dx}2+ckx\end{pmatrix}.$$

The constant $c$ stands for the direct coupling of the nuclear moment to the field. If the Zeeman energy is $aS_z+bI_z$, then $aS_z+bI_z=(a-b)S_z+bk$, so $Dx=a-b$ and $cx=b$.

The mean of the diagonal entries is $-D/(2n)+ckx$, and half their difference is $Dk/n+Dx/2$. The eigenvalues lie above and below the mean by the square root of

$$\left(\frac{Dk}n+\frac{Dx}2\right)^2+\frac{D^2}4-\frac{D^2k^2}{n^2} = \frac{D^2}4\left(1+\frac{4kx}n+x^2\right).$$

The energies are therefore

$$E_k(x)=-\frac D{2n}+ckx+\sigma\frac D2\sqrt{1+\frac{4kx}n+x^2}.$$

At $k=\pm n/2$ only one basis state exists, the stretched state with both spins aligned. The radicand is then $(1\pm x)^2$. For $|x|\le1$ the root is $1\pm x$, and the $\sigma=1$ formula gives the diagonal energy of that state.

## Expansion and second difference

Put $s=\sqrt{1+u}$, so that $u=(s-1)(s+1)$. Then

$$s-1-\frac u2+\frac{u^2}8=\frac{(s-1)^2\left[(s+1)^2-4\right]}8=\frac{(s-1)^3(s+3)}8=u^3\,\frac{s+3}{8(s+1)^3}.$$

This is an exact remainder. With $u=4kx/n+x^2=x(4k/n+x)$ it becomes $x^3C_k(x)$, where

$$C_k(x)=\left(\frac{4k}n+x\right)^3\frac{s+3}{8(s+1)^3},$$

and the root is

$$s=1+\frac{2kx}n+\frac{x^2}2-\frac{2k^2x^2}{n^2}-\frac{kx^3}n-\frac{x^4}8+x^3C_k(x).$$

The second difference in $k$ removes everything constant or linear in $k$, including the offset and the nuclear term in $E_k$. It turns $k^2$ into $2$. Hence

$$E_{m+1}-2E_m+E_{m-1}=-\frac{2\sigma D}{n^2}x^2+x^3\,\frac{\sigma D}2\left(C_{m+1}-2C_m+C_{m-1}\right).$$

The functions $C_k$ are continuous, so dividing by $x^2$ and letting $x\to0$ gives the stated limit. At zero field $s=1$ and $C_k(0)=4k^3/n^3$. Since $(m+1)^3-2m^3+(m-1)^3=6m$, the cubic coefficient is $12\sigma Dm/n^3$.

## The spin model in Lean

```lean
import Mathlib

open Filter Topology

namespace BreitRabiSplitting

noncomputable section
```

The natural number `N` is $2I$, so integer and half-integer nuclear spins are both covered, and $n=N+1$ is never zero.

```lean
/-- The nuclear spin multiplicity `2I + 1`, where the integer `N` is twice the nuclear spin. -/
def multiplicity (N : ℕ) : ℝ := N + 1
```

The block is entered as an explicit real matrix for the projection `k`; it is not derived in Lean from spin operators on the full space.

```lean
/-- The hyperfine and Zeeman Hamiltonian at total projection `k`, in the basis
(nuclear projection `k - 1/2`, electron up), (nuclear projection `k + 1/2`, electron down).
`D` is the zero-field splitting, `x` the reduced field, `c` the reduced nuclear coupling. -/
def hyperfineBlock (D c : ℝ) (N : ℕ) (k x : ℝ) : Matrix (Fin 2) (Fin 2) ℝ :=
  !![D / multiplicity N * (k - 1 / 2) + D * x / 2 + c * k * x,
     D / multiplicity N * √(multiplicity N ^ 2 / 4 - k ^ 2);
     D / multiplicity N * √(multiplicity N ^ 2 / 4 - k ^ 2),
     -(D / multiplicity N * (k + 1 / 2)) - D * x / 2 + c * k * x]
```

The energy formula is a separate definition. Its parameters `σ` and `k` are real numbers, with the physical values selected by the reader.

```lean
/-- The Breit-Rabi energy of projection `k` at reduced field `x`; `σ = 1` and `σ = -1`
label the two hyperfine manifolds. -/
def level (D c : ℝ) (N : ℕ) (σ k x : ℝ) : ℝ :=
  -D / (2 * multiplicity N) + c * k * x
    + σ * (D / 2 * √(1 + 4 * k * x / multiplicity N + x ^ 2))
```

The next definition is the difference of two adjacent level differences. It contains no line strengths, selection rules or relaxation.

```lean
/-- The difference between the neighbouring Zeeman resonances `m ↔ m + 1` and `m - 1 ↔ m`, each
taken as the signed energy of the higher projection minus that of the lower. -/
def resonanceSplitting (D c : ℝ) (N : ℕ) (σ m x : ℝ) : ℝ :=
  (level D c N σ (m + 1) x - level D c N σ m x)
    - (level D c N σ m x - level D c N σ (m - 1) x)
```

The two remaining definitions are $C_k(x)$ and the complete factor multiplying $x^3$ in the splitting.

```lean
/-- The factor multiplying `x ^ 3` in the remainder left when the Breit-Rabi square root is expanded
to second order in its field-dependent part `4 * k * x / (2I + 1) + x ^ 2`. -/
def cubicRemainder (N : ℕ) (k x : ℝ) : ℝ :=
  (4 * k / multiplicity N + x) ^ 3 *
    ((√(1 + 4 * k * x / multiplicity N + x ^ 2) + 3) /
      (8 * (√(1 + 4 * k * x / multiplicity N + x ^ 2) + 1) ^ 3))

/-- The factor multiplying `x ^ 3` in the splitting of neighbouring resonances. -/
def cubicSplitting (D : ℝ) (N : ℕ) (σ m x : ℝ) : ℝ :=
  σ * (D / 2) *
    (cubicRemainder N (m + 1) x - 2 * cubicRemainder N m x + cubicRemainder N (m - 1) x)

lemma multiplicity_ne_zero (N : ℕ) : multiplicity N ≠ 0 := by
  unfold multiplicity
  positivity
```

## The levels as eigenvalues

The first theorem says that, for $|k|<n/2$, a real number $E$ solves the secular equation of the block exactly when it is one of the two Breit–Rabi energies.

```lean
/-- For a projection shared by two basis states, the secular equation of the hyperfine and
Zeeman Hamiltonian is solved exactly by the two Breit-Rabi energies. -/
theorem secular_equation (D c : ℝ) (N : ℕ) (k x E : ℝ) (hk : |k| < multiplicity N / 2) :
    (hyperfineBlock D c N k x - E • (1 : Matrix (Fin 2) (Fin 2) ℝ)).det = 0 ↔
      E = level D c N 1 k x ∨ E = level D c N (-1) k x := by
  have hn := multiplicity_ne_zero N
  obtain ⟨hk1, hk2⟩ := abs_lt.mp hk
  have hr : √(multiplicity N ^ 2 / 4 - k ^ 2) ^ 2 = multiplicity N ^ 2 / 4 - k ^ 2 :=
    Real.sq_sqrt (by nlinarith)
  have hq : D / multiplicity N * multiplicity N = D := div_mul_cancel₀ D hn
  -- the squared coupling between the two basis states
  have hoff : (D / multiplicity N * √(multiplicity N ^ 2 / 4 - k ^ 2)) ^ 2
      = D ^ 2 / 4 - (D / multiplicity N * k) ^ 2 := by
    rw [mul_pow, hr]
    linear_combination (D / multiplicity N * multiplicity N + D) / 4 * hq
  -- the radicand is a square plus a non-negative constant
  have hrad : 0 ≤ 1 + 4 * k * x / multiplicity N + x ^ 2 := by
    have hpos : 0 < multiplicity N := by unfold multiplicity; positivity
    have h1 : (2 * k / multiplicity N) ^ 2 ≤ 1 := by
      rw [div_pow, div_le_one₀ (by positivity)]
      nlinarith
    have h2 : 1 + 4 * k * x / multiplicity N + x ^ 2
        = (x + 2 * k / multiplicity N) ^ 2 + (1 - (2 * k / multiplicity N) ^ 2) := by ring
    rw [h2]
    nlinarith [sq_nonneg (x + 2 * k / multiplicity N)]
  have hs := Real.sq_sqrt hrad
  have key : (hyperfineBlock D c N k x - E • (1 : Matrix (Fin 2) (Fin 2) ℝ)).det
      = (E - level D c N 1 k x) * (E - level D c N (-1) k x) := by
    have h00 : (hyperfineBlock D c N k x - E • (1 : Matrix (Fin 2) (Fin 2) ℝ)) 0 0
        = D / multiplicity N * (k - 1 / 2) + D * x / 2 + c * k * x - E := by
      simp [hyperfineBlock]
    have h01 : (hyperfineBlock D c N k x - E • (1 : Matrix (Fin 2) (Fin 2) ℝ)) 0 1
        = D / multiplicity N * √(multiplicity N ^ 2 / 4 - k ^ 2) := by
      simp [hyperfineBlock]
    have h10 : (hyperfineBlock D c N k x - E • (1 : Matrix (Fin 2) (Fin 2) ℝ)) 1 0
        = D / multiplicity N * √(multiplicity N ^ 2 / 4 - k ^ 2) := by
      simp [hyperfineBlock]
    have h11 : (hyperfineBlock D c N k x - E • (1 : Matrix (Fin 2) (Fin 2) ℝ)) 1 1
        = -(D / multiplicity N * (k + 1 / 2)) - D * x / 2 + c * k * x - E := by
      simp [hyperfineBlock]
    rw [Matrix.det_fin_two, h00, h01, h10, h11]
    unfold level
    linear_combination D ^ 2 / 4 * hs - hoff
  rw [key, mul_eq_zero, sub_eq_zero, sub_eq_zero]
```

In the proof, `hoff` computes the squared coupling, and `hrad` shows that the radicand is non-negative by completing the square. The identity `key` factorises the determinant as $(E-E_+)(E-E_-)$, with $E_\pm$ the energies for $\sigma=\pm1$. A product vanishes exactly when one factor does, which finishes the equivalence.

The stretched states are treated separately. Entry `0 0` belongs to $k=n/2$ and entry `1 1` to $k=-n/2$. The condition $|x|\le1$ fixes the sign when the root of the perfect square is taken.

```lean
/-- For `|x| ≤ 1` the `σ = 1` Breit-Rabi energies at the two extreme projections are the diagonal
energies of the corresponding stretched spin states. -/
theorem stretched_levels (D c : ℝ) (N : ℕ) (x : ℝ) (hx : |x| ≤ 1) :
    level D c N 1 (multiplicity N / 2) x
        = hyperfineBlock D c N (multiplicity N / 2) x 0 0 ∧
      level D c N 1 (-(multiplicity N / 2)) x
        = hyperfineBlock D c N (-(multiplicity N / 2)) x 1 1 := by
  have h : multiplicity N / multiplicity N = 1 := div_self (multiplicity_ne_zero N)
  obtain ⟨hx1, hx2⟩ := abs_le.mp hx
  constructor
  · have e : 1 + 4 * (multiplicity N / 2) * x / multiplicity N + x ^ 2 = (1 + x) ^ 2 := by
      linear_combination 2 * x * h
    simp only [level, e, Real.sqrt_sq (show 0 ≤ 1 + x by linarith)]
    change _ = D / multiplicity N * (multiplicity N / 2 - 1 / 2) + D * x / 2
      + c * (multiplicity N / 2) * x
    linear_combination -(D / 2) * h
  · have e : 1 + 4 * (-(multiplicity N / 2)) * x / multiplicity N + x ^ 2 = (1 - x) ^ 2 := by
      linear_combination -2 * x * h
    simp only [level, e, Real.sqrt_sq (show 0 ≤ 1 - x by linarith)]
    change _ = -(D / multiplicity N * (-(multiplicity N / 2) + 1 / 2)) - D * x / 2
      + c * (-(multiplicity N / 2)) * x
    linear_combination -(D / 2) * h
```

## The exact remainder

The proof of the square-root identity names the root $s$, replaces $u$ by $s^2-1$, and clears the denominator. What is left is a polynomial identity, equivalent to the factorisation above.

```lean
/-- The square root expanded to second order, with its exact cubic remainder. -/
theorem sqrt_expansion (u : ℝ) (hu : 0 ≤ 1 + u) :
    √(1 + u) = 1 + u / 2 - u ^ 2 / 8
      + u ^ 3 * ((√(1 + u) + 3) / (8 * (√(1 + u) + 1) ^ 3)) := by
  have hs := Real.sq_sqrt hu
  have h0 := Real.sqrt_nonneg (1 + u)
  generalize √(1 + u) = s at hs h0 ⊢
  have hs1 : s + 1 ≠ 0 := by positivity
  obtain rfl : u = s ^ 2 - 1 := by linarith
  field_simp
  ring
```

Substituting $u=4kx/n+x^2$ and extracting $x^3$ from $u^3$ gives the form needed for the levels.

```lean
/-- The Breit-Rabi square root to second order in its field-dependent part, with a
remainder proportional to `x ^ 3`. -/
theorem root_expansion (N : ℕ) (k x : ℝ)
    (h : 0 ≤ 1 + 4 * k * x / multiplicity N + x ^ 2) :
    √(1 + 4 * k * x / multiplicity N + x ^ 2)
      = 1 + (4 * k * x / multiplicity N + x ^ 2) / 2
        - (4 * k * x / multiplicity N + x ^ 2) ^ 2 / 8 + x ^ 3 * cubicRemainder N k x := by
  have e := sqrt_expansion (4 * k * x / multiplicity N + x ^ 2) (by linarith)
  rw [← add_assoc] at e
  unfold cubicRemainder
  linear_combination e
```

## The splitting near zero field

The expansion of the splitting is stated with `∀ᶠ x in 𝓝 (0 : ℝ)`, meaning for all $x$ sufficiently close to zero. Since `m` may be any real number, the three radicands need not be non-negative at every field. They equal $1$ at $x=0$, and continuity keeps them positive nearby. After the three roots are expanded, `ring` carries out the second difference.

```lean
/-- Near zero field the splitting of neighbouring resonances is a quadratic term independent
of `m` plus `x ^ 3` times the cubic factor. -/
theorem splitting_expansion (D c : ℝ) (N : ℕ) (σ m : ℝ) :
    ∀ᶠ x in 𝓝 (0 : ℝ), resonanceSplitting D c N σ m x
      = -2 * σ * D / multiplicity N ^ 2 * x ^ 2 + x ^ 3 * cubicSplitting D N σ m x := by
  have hpos : ∀ k : ℝ, ∀ᶠ x in 𝓝 (0 : ℝ), 0 < 1 + 4 * k * x / multiplicity N + x ^ 2 := by
    intro k
    have hc : Continuous fun x : ℝ => 1 + 4 * k * x / multiplicity N + x ^ 2 := by fun_prop
    exact (isOpen_lt continuous_const hc).mem_nhds (by simp)
  filter_upwards [hpos (m + 1), hpos m, hpos (m - 1)] with x h1 h2 h3
  -- everything at most linear in the projection cancels in the second difference
  unfold resonanceSplitting level cubicSplitting
  rw [root_expansion N (m + 1) x h1.le, root_expansion N m x h2.le,
    root_expansion N (m - 1) x h3.le]
  ring
```

The limit of the cubic factor follows from continuity and evaluation at zero. The denominator of $C_k$ is always positive because a square root is non-negative.

```lean
/-- The zero-field limit of the cubic factor in the splitting. -/
theorem cubicSplitting_tendsto (D : ℝ) (N : ℕ) (σ m : ℝ) :
    Tendsto (fun x => cubicSplitting D N σ m x) (𝓝 0)
      (𝓝 (12 * σ * D * m / multiplicity N ^ 3)) := by
  have hc : ∀ k : ℝ, Continuous fun x => cubicRemainder N k x := by
    intro k
    unfold cubicRemainder
    exact Continuous.mul (by fun_prop)
      (Continuous.div (by fun_prop) (by fun_prop) (fun x => by positivity))
  have h0 : ∀ k : ℝ, cubicRemainder N k 0 = 4 * k ^ 3 / multiplicity N ^ 3 := by
    intro k
    have e : √(1 + 4 * k * 0 / multiplicity N + 0 ^ 2) = 1 := by simp
    unfold cubicRemainder
    rw [e]
    ring
  have hC : Continuous fun x => cubicSplitting D N σ m x := by
    unfold cubicSplitting
    exact continuous_const.mul
      (((hc (m + 1)).sub (continuous_const.mul (hc m))).add (hc (m - 1)))
  have hv : cubicSplitting D N σ m 0 = 12 * σ * D * m / multiplicity N ^ 3 := by
    unfold cubicSplitting
    rw [h0, h0, h0]
    ring
  rw [← hv]
  exact hC.tendsto 0
```

## The quadratic and cubic limits

The filter `𝓝[≠] 0` expresses the approach to zero through nonzero fields. The main theorem holds for all real `D`, `c`, `σ` and `m`. It describes a pair of resonances only when $\sigma=\pm1$ and the projections $m-1$, $m$ and $m+1$ all belong to the chosen manifold. For $I=1/2$ this leaves a single pair, at $m=0$ in the $\sigma=1$ manifold; for $I=0$ there is none.

The proof first finds the limit of $-2\sigma D/n^2+x\,(\sigma D/2)(C_{m+1}-2C_m+C_{m-1})$, whose second term tends to zero. It then uses `splitting_expansion` to identify this expression with the quotient near zero.

```lean
/-- At second order in the field, neighbouring Zeeman resonances of a hyperfine manifold are
split by `-2σD/(2I+1)²` times `x ^ 2`, the same for every `m`. -/
theorem quadratic_splitting (D c : ℝ) (N : ℕ) (σ m : ℝ) :
    Tendsto (fun x => resonanceSplitting D c N σ m x / x ^ 2) (𝓝[≠] 0)
      (𝓝 (-2 * σ * D / multiplicity N ^ 2)) := by
  have h : Tendsto (fun x : ℝ => -2 * σ * D / multiplicity N ^ 2
      + x * cubicSplitting D N σ m x) (𝓝 0)
      (𝓝 (-2 * σ * D / multiplicity N ^ 2 + 0 * (12 * σ * D * m / multiplicity N ^ 3))) :=
    tendsto_const_nhds.add (tendsto_id.mul (cubicSplitting_tendsto D N σ m))
  rw [zero_mul, add_zero] at h
  refine (h.mono_left nhdsWithin_le_nhds).congr' ?_
  filter_upwards [(splitting_expansion D c N σ m).filter_mono nhdsWithin_le_nhds,
    self_mem_nhdsWithin] with x hx hx0
  have hx1 : x ≠ 0 := hx0
  rw [hx, eq_div_iff (pow_ne_zero 2 hx1)]
  ring
```

The last theorem subtracts the common quadratic term and divides by $x^3$. By the same expansion the quotient equals the cubic factor at small nonzero fields, so its limit is already known. For $D\neq0$ and $\sigma=\pm1$, this limit takes different values at different $m$, and the equal spacing ends at third order.

```lean
/-- After the common quadratic splitting is removed, the remaining splitting is
`12σDm/(2I+1)³` times `x ^ 3` at leading order, which is proportional to `m`. -/
theorem cubic_correction (D c : ℝ) (N : ℕ) (σ m : ℝ) :
    Tendsto (fun x => (resonanceSplitting D c N σ m x
        + 2 * σ * D / multiplicity N ^ 2 * x ^ 2) / x ^ 3) (𝓝[≠] 0)
      (𝓝 (12 * σ * D * m / multiplicity N ^ 3)) := by
  refine ((cubicSplitting_tendsto D N σ m).mono_left nhdsWithin_le_nhds).congr' ?_
  filter_upwards [(splitting_expansion D c N σ m).filter_mono nhdsWithin_le_nhds,
    self_mem_nhdsWithin] with x hx hx0
  have hx1 : x ≠ 0 := hx0
  rw [hx, eq_div_iff (pow_ne_zero 3 hx1)]
  ring

end

end BreitRabiSplitting
```

```lean
#print axioms BreitRabiSplitting.secular_equation
-- 'BreitRabiSplitting.secular_equation' depends on axioms: [propext, Classical.choice, Quot.sound]
#print axioms BreitRabiSplitting.stretched_levels
-- 'BreitRabiSplitting.stretched_levels' depends on axioms: [propext, Classical.choice, Quot.sound]
#print axioms BreitRabiSplitting.quadratic_splitting
-- 'BreitRabiSplitting.quadratic_splitting' depends on axioms: [propext, Classical.choice, Quot.sound]
#print axioms BreitRabiSplitting.cubic_correction
-- 'BreitRabiSplitting.cubic_correction' depends on axioms: [propext, Classical.choice, Quot.sound]
```
